# Biorthonormalizing two orbital sets one orbital at a time, given a triangular pair of transformations

Take $\phi_0=(1,0)$, $\phi_1=(1,1)$ and $\chi_0=(2,0)$, $\chi_1=(1,1)$ in the real plane. Their cross overlaps $S_{ij}=\langle\phi_i,\chi_j\rangle$ form the matrix with rows $(2,1)$ and $(2,2)$. Replace only the last orbital of each set:

$$\phi_1\to\phi_1-\phi_0=(0,1),\qquad \chi_1\to\chi_1-\tfrac12\chi_0=(0,1).$$

The overlap matrix becomes $\mathrm{diag}(2,1)$. The new pair is finished, and the entry $S_{00}=2$ is untouched. Halving $\chi_0$ then gives the identity.

For $n$ orbitals, the coefficients are the columns of upper triangular matrices $X$ and $Y$ with $X^\dagger SY=1$. This pair is assumed here, not constructed. It can exist only if, for every $p\le n$, the first $p$ orbitals of the two sets have a nonsingular cross overlap; $\phi_0\perp\chi_0$ already rules it out.

Such transformations serve state interaction, including spin-orbit coupling, between states with separately optimized orbitals; the results below concern finite orbital sets only, not the accompanying change of the configuration coefficients.

## Orbitals, overlaps and single steps

The scalars `𝕜` are real or complex, and `H` is any inner product space over them. Orbitals are counted from zero by `Fin n`.

```lean
import Mathlib

open Matrix

namespace SingleOrbitalBiorthonormalization

noncomputable section

variable {𝕜 H : Type*} [RCLike 𝕜] [NormedAddCommGroup H] [InnerProductSpace 𝕜 H] {n : ℕ}
```

The inner product is conjugate-linear in its first argument, so $\phi$ is the bra set.

```lean
/-- The cross-overlap matrix of two orbital sets, with entries `⟨φ i, χ j⟩`. -/
def overlap (φ χ : Fin n → H) : Matrix (Fin n) (Fin n) 𝕜 :=
  Matrix.of fun i j => inner 𝕜 (φ i) (χ j)
```

A coefficient matrix $P$ produces the orbitals $\phi'_j=\sum_a P_{aj}\phi_a$.

```lean
/-- The orbitals whose expansion coefficients in the set `φ` are the columns of `P`. -/
def transform (φ : Fin n → H) (P : Matrix (Fin n) (Fin n) 𝕜) : Fin n → H :=
  fun j => ∑ a, P a j • φ a
```

The step $E_k$ is the identity with column $k$ replaced by that of $X$. It changes orbital $k$ alone.

```lean
/-- The single-orbital transformation `E_k`: the identity matrix with column `k` replaced by
column `k` of `X`. Orbitals are counted from zero, and for `k ≥ n` it is the identity. -/
def orbitalStep (X : Matrix (Fin n) (Fin n) 𝕜) (k : ℕ) : Matrix (Fin n) (Fin n) 𝕜 :=
  Matrix.of fun i j => if (j : ℕ) = k then X i j else (1 : Matrix (Fin n) (Fin n) 𝕜) i j
```

Transforming by $P$ and then by $Q$ amounts to transforming once by $PQ$, so in $E_{k+m-1}\cdots E_k$ the leftmost factor acts on the orbitals first. The highest orbital is treated first, as in the example.

```lean
/-- The product `E_{k+m-1} ... E_{k+1} E_k` of `m` successive single-orbital transformations. -/
def sweep (X : Matrix (Fin n) (Fin n) 𝕜) (k : ℕ) : ℕ → Matrix (Fin n) (Fin n) 𝕜
  | 0 => 1
  | m + 1 => orbitalStep X (k + m) * sweep X k m
```

Expanding both orbitals gives

$$\Big\langle\sum_a P_{ai}\phi_a,\sum_b Q_{bj}\chi_b\Big\rangle=\sum_{a,b}\overline{P_{ai}}\,S_{ab}\,Q_{bj}=(P^\dagger SQ)_{ij}.$$

The proof pulls out the two sums and the scalars in the same way.

```lean
/-- The overlap matrix of two transformed orbital sets is `Pᴴ S Q`. -/
theorem overlap_transform (φ χ : Fin n → H) (P Q : Matrix (Fin n) (Fin n) 𝕜) :
    overlap (transform φ P) (transform χ Q) = Pᴴ * overlap φ χ * Q := by
  ext i j
  simp only [overlap, transform, Matrix.of_apply, Matrix.mul_apply, Matrix.conjTranspose_apply]
  rw [inner_sum]
  refine Finset.sum_congr rfl fun b _ => ?_
  rw [sum_inner, Finset.sum_mul]
  refine Finset.sum_congr rfl fun a _ => ?_
  rw [inner_smul_left, inner_smul_right, starRingEnd_apply]
  ring
```

Row $k$ of $E_k$ has $X_{kk}$ as its only possibly nonzero entry, and the remaining minor is that of an identity matrix. Hence $\det E_k=X_{kk}$, and the step is invertible exactly when $X_{kk}\neq0$. Lean obtains the value from Cramer's rule for the identity.

```lean
/-- The determinant of the single-orbital transformation `E_k` is the diagonal element
`X k k`. -/
theorem det_orbitalStep (X : Matrix (Fin n) (Fin n) 𝕜) (k : Fin n) :
    (orbitalStep X k).det = X k k := by
  have h : orbitalStep X k = (1 : Matrix (Fin n) (Fin n) 𝕜).updateCol k (fun i => X i k) := by
    ext i j
    by_cases hj : j = k
    · subst hj
      simp [orbitalStep]
    · have hv : (j : ℕ) ≠ k := fun e => hj (Fin.ext e)
      simp [orbitalStep, hj, hv]
  -- Cramer's rule for the identity matrix
  rw [h, ← Matrix.cramer_apply, Matrix.cramer_one]
  rfl
```

## The product rebuilds the triangular matrix

Let $X$ be upper triangular, written `X.BlockTriangular id`: $X_{ij}=0$ for $j<i$. Multiply the partial product from the left by $E_{k+m}$ and look at column $j$.

- If $k\le j<k+m$, the column is already that of $X$. Its component $k+m$ vanishes by triangularity, and $E_{k+m}$ acts as the identity on all other components, so the column stays.
- Otherwise the column is the unit vector $e_j$, and $E_{k+m}e_j$ is column $j$ of $E_{k+m}$: the column of $X$ if $j=k+m$, and $e_j$ if not.

The induction on `m` splits into these cases.

```lean
/-- For upper triangular `X`, the product `E_{k+m-1} ... E_k` has the columns
`k, ..., k+m-1` of `X`, and its other columns are those of the identity. -/
theorem sweep_apply {X : Matrix (Fin n) (Fin n) 𝕜} (hX : X.BlockTriangular id)
    (k m : ℕ) (i j : Fin n) :
    sweep X k m i j = if k ≤ (j : ℕ) ∧ (j : ℕ) < k + m then X i j
      else (1 : Matrix (Fin n) (Fin n) 𝕜) i j := by
  induction m generalizing i with
  | zero =>
    rw [if_neg (by omega)]
    rfl
  | succ m ih =>
    change (orbitalStep X (k + m) * sweep X k m) i j = _
    by_cases h : k ≤ (j : ℕ) ∧ (j : ℕ) < k + m
    · -- a finished column has no component on the orbital treated now
      rw [if_pos (by omega), Matrix.mul_apply]
      calc ∑ l, orbitalStep X (k + m) i l * sweep X k m l j
          = ∑ l, (1 : Matrix (Fin n) (Fin n) 𝕜) i l * X l j := by
            refine Finset.sum_congr rfl fun l _ => ?_
            rw [ih l, if_pos h]
            by_cases hl : (l : ℕ) = k + m
            · have hz : X l j = 0 := hX (show j < l from Fin.lt_def.mpr (by omega))
              rw [hz, mul_zero, mul_zero]
            · simp only [orbitalStep, Matrix.of_apply, if_neg hl]
        _ = ((1 : Matrix (Fin n) (Fin n) 𝕜) * X) i j := (Matrix.mul_apply).symm
        _ = X i j := by rw [one_mul]
    · -- an untouched column is a unit vector, so the step supplies its own column
      have hs : (orbitalStep X (k + m) * sweep X k m) i j = orbitalStep X (k + m) i j := by
        rw [Matrix.mul_apply]
        calc ∑ l, orbitalStep X (k + m) i l * sweep X k m l j
            = ∑ l, orbitalStep X (k + m) i l * (1 : Matrix (Fin n) (Fin n) 𝕜) l j := by
              refine Finset.sum_congr rfl fun l _ => ?_
              rw [ih l, if_neg h]
          _ = (orbitalStep X (k + m) * (1 : Matrix (Fin n) (Fin n) 𝕜)) i j :=
              (Matrix.mul_apply).symm
          _ = orbitalStep X (k + m) i j := by rw [mul_one]
      rw [hs]
      by_cases hj : (j : ℕ) = k + m
      · rw [if_pos (by omega)]
        simp only [orbitalStep, Matrix.of_apply, if_pos hj]
      · rw [if_neg (by omega)]
        simp only [orbitalStep, Matrix.of_apply, if_neg hj]
```

With $k=0$ and $m=n$ every column is that of $X$.

```lean
/-- An upper triangular orbital transformation is the product `E_{n-1} ... E_1 E_0` of its
single-orbital transformations. -/
theorem sweep_eq_self {X : Matrix (Fin n) (Fin n) 𝕜} (hX : X.BlockTriangular id) :
    sweep X 0 n = X := by
  ext i j
  have hj := j.isLt
  rw [sweep_apply hX, if_pos (by omega)]
```

## Overlaps midway through the sweep

The mixed overlaps vanish because the inverse of an upper triangular matrix is upper triangular. Mathlib has this as `Matrix.blockTriangular_inv_of_blockTriangular`, which needs `Y` to be registered as invertible. The proof builds that instance from the left inverse `W`, using `mul_eq_one_comm` to make it two-sided, and then rewrites `W` as `Y⁻¹`.

```lean
/-- A left inverse of an upper triangular matrix is upper triangular. -/
theorem upper_of_mul_eq_one {W Y : Matrix (Fin n) (Fin n) 𝕜} (hY : Y.BlockTriangular id)
    (h : W * Y = 1) : W.BlockTriangular id := by
  let _ : Invertible Y := ⟨W, h, mul_eq_one_comm.mp h⟩
  rw [← Matrix.inv_eq_left_inv h]
  exact Matrix.blockTriangular_inv_of_blockTriangular hY
```

Suppose orbitals $k,\dots,n-1$ of both sets have been treated. Each overlap uses one column from each transformation, which is the local fact `entry`, so there are four blocks:

- $i,j<k$: the entry is $S_{ij}$.
- $i\ge k>j$: it is $(X^\dagger S)_{ij}$. Since $(X^\dagger S)Y=1$, this matrix is upper triangular, and the entry is zero.
- $i<k\le j$: it is $(SY)_{ij}$. The adjoint of $X^\dagger(SY)=1$ is $(SY)^\dagger X=1$, so $(SY)^\dagger$ is upper triangular and the entry is again zero.
- $i,j\ge k$: it is $(X^\dagger SY)_{ij}=\delta_{ij}$.

The hypothesis `k + m = n` says that the treated orbitals are all those numbered `k` or higher; for `m = 0` there are none. At $k=0$ the sets are biorthonormal.

```lean
/-- Let upper triangular `X`, `Y` biorthonormalize two orbital sets. After the single-orbital
transformations `E_{n-1} ... E_k` of both sets, the overlap matrix keeps its original entries
between orbitals below `k` and agrees with the identity everywhere else. -/
theorem overlap_after_sweep (φ χ : Fin n → H) {X Y : Matrix (Fin n) (Fin n) 𝕜}
    (hX : X.BlockTriangular id) (hY : Y.BlockTriangular id)
    (h : Xᴴ * overlap φ χ * Y = 1) {k m : ℕ} (hkm : k + m = n) (i j : Fin n) :
    overlap (𝕜 := 𝕜) (transform φ (sweep X k m)) (transform χ (sweep Y k m)) i j =
      if (i : ℕ) < k ∧ (j : ℕ) < k then overlap φ χ i j
      else (1 : Matrix (Fin n) (Fin n) 𝕜) i j := by
  rw [overlap_transform]
  generalize (overlap φ χ : Matrix (Fin n) (Fin n) 𝕜) = S at h ⊢
  -- both half-transformed overlaps are triangular
  have hL : (Xᴴ * S).BlockTriangular id := upper_of_mul_eq_one hY h
  have hR : ((S * Y)ᴴ).BlockTriangular id := by
    refine upper_of_mul_eq_one hX ?_
    have h' := congrArg Matrix.conjTranspose h
    rw [Matrix.mul_assoc, Matrix.conjTranspose_mul, Matrix.conjTranspose_conjTranspose,
      Matrix.conjTranspose_one] at h'
    exact h'
  -- an overlap entry depends on one column of each transformation
  have entry : ∀ P P' Q Q' : Matrix (Fin n) (Fin n) 𝕜, (∀ a, P a i = P' a i) →
      (∀ b, Q b j = Q' b j) → (Pᴴ * S * Q) i j = (P'ᴴ * S * Q') i j := by
    intro P P' Q Q' hP hQ
    simp only [Matrix.mul_apply, Matrix.conjTranspose_apply, hP, hQ]
  have old : ∀ Z : Matrix (Fin n) (Fin n) 𝕜, Z.BlockTriangular id → ∀ c : Fin n,
      (c : ℕ) < k → ∀ a, sweep Z k m a c = (1 : Matrix (Fin n) (Fin n) 𝕜) a c := by
    intro Z hZ c hc a
    rw [sweep_apply hZ, if_neg (by omega)]
  have new : ∀ Z : Matrix (Fin n) (Fin n) 𝕜, Z.BlockTriangular id → ∀ c : Fin n,
      ¬ (c : ℕ) < k → ∀ a, sweep Z k m a c = Z a c := by
    intro Z hZ c hc a
    have hlt := c.isLt
    rw [sweep_apply hZ, if_pos (by omega)]
  by_cases hi : (i : ℕ) < k
  · by_cases hj : (j : ℕ) < k
    · rw [if_pos ⟨hi, hj⟩, entry _ 1 _ 1 (old X hX i hi) (old Y hY j hj),
        Matrix.conjTranspose_one, one_mul, mul_one]
    · have hij : i < j := Fin.lt_def.mpr (by omega)
      have z : (S * Y)ᴴ j i = 0 := hR (show i < j from hij)
      rw [Matrix.conjTranspose_apply] at z
      rw [if_neg (fun e => hj e.2), entry _ 1 _ Y (old X hX i hi) (new Y hY j hj),
        Matrix.conjTranspose_one, one_mul, Matrix.one_apply_ne hij.ne]
      exact star_eq_zero.mp z
  · rw [if_neg (fun e => hi e.1)]
    by_cases hj : (j : ℕ) < k
    · have hji : j < i := Fin.lt_def.mpr (by omega)
      rw [entry _ X _ 1 (new X hX i hi) (old Y hY j hj), mul_one,
        Matrix.one_apply_ne hji.ne']
      exact hL (show j < i from hji)
    · rw [entry _ X _ Y (new X hX i hi) (new Y hY j hj), h]
```

## The example checked, and the order of the steps

The two sets in the plane satisfy all the hypotheses, with the matrices used at the start.

```lean
/-- The nonorthogonal sets `(1,0), (1,1)` and `(2,0), (1,1)` in the real plane are
biorthonormalized by the two upper triangular matrices shown. -/
theorem overlap_after_sweep_witness :
    (!![1, -1; 0, 1] : Matrix (Fin 2) (Fin 2) ℝ).BlockTriangular id ∧
    (!![1 / 2, -1 / 2; 0, 1] : Matrix (Fin 2) (Fin 2) ℝ).BlockTriangular id ∧
    (!![1, -1; 0, 1] : Matrix (Fin 2) (Fin 2) ℝ)ᴴ *
      overlap ![(!₂[1, 0] : EuclideanSpace ℝ (Fin 2)), !₂[1, 1]] ![!₂[2, 0], !₂[1, 1]] *
      !![1 / 2, -1 / 2; 0, 1] = 1 := by
  refine ⟨?_, ?_, ?_⟩
  · intro i j hij
    fin_cases i <;> fin_cases j <;> simp_all
  · intro i j hij
    fin_cases i <;> fin_cases j <;> simp_all
  · ext i j
    fin_cases i <;> fin_cases j <;>
      norm_num [overlap, Matrix.mul_apply, Fin.sum_univ_succ, PiLp.inner_apply]
```

The factors are readily written in the wrong order. If orbital 0 is treated first, orbital 1 is then built from the altered orbital 0, although its coefficients refer to the original one. For $X$ with rows $(2,1)$ and $(0,1)$, the upper right entry of $E_0E_1$ is $2$ instead of $1$.

```lean
/-- The order of the steps matters: for the upper triangular matrix with rows `(2,1)` and
`(0,1)`, the reversed product `E_0 E_1` differs from the matrix. -/
theorem reversed_order_fails :
    orbitalStep (!![2, 1; 0, 1] : Matrix (Fin 2) (Fin 2) ℝ) 0 *
      orbitalStep !![2, 1; 0, 1] 1 ≠ !![2, 1; 0, 1] := by
  intro h
  have h01 := congrFun (congrFun h 0) 1
  norm_num [orbitalStep, Matrix.mul_apply, Fin.sum_univ_succ] at h01

end

end SingleOrbitalBiorthonormalization
```

```lean
#print axioms SingleOrbitalBiorthonormalization.det_orbitalStep
-- 'SingleOrbitalBiorthonormalization.det_orbitalStep' depends on axioms: [propext, Classical.choice, Quot.sound]
#print axioms SingleOrbitalBiorthonormalization.sweep_eq_self
-- 'SingleOrbitalBiorthonormalization.sweep_eq_self' depends on axioms: [propext, Classical.choice, Quot.sound]
#print axioms SingleOrbitalBiorthonormalization.overlap_after_sweep
-- 'SingleOrbitalBiorthonormalization.overlap_after_sweep' depends on axioms: [propext, Classical.choice, Quot.sound]
#print axioms SingleOrbitalBiorthonormalization.reversed_order_fails
-- 'SingleOrbitalBiorthonormalization.reversed_order_fails' depends on axioms: [propext, Classical.choice, Quot.sound]
```
